# Iterated Ohmic adiabatic renormalisation takes a tunnelling element below the cutoff to zero exactly when α ≥ 1

Correct the tunnelling element of a two-state system for the fast modes of its Ohmic bath once, or any finite number of times, and the answer is positive at every coupling strength. A calculation that stops there predicts tunnelling even where continued renormalisation removes it. Whether tunnelling survives the full iteration is a question about its limit.

The system tunnels between two degenerate states with bare element Δ, in frequency units, and is coupled to harmonic modes at zero temperature. The bath is Ohmic, with dimensionless coupling α and cutoff wc (usually written ω_c).

```lean
import Mathlib

open Filter Topology

namespace OhmicRenormalisation

noncomputable section
```

## Dressing by the fast modes

Modes faster than the current tunnelling element x follow the system adiabatically. Their displaced ground states overlap imperfectly, which reduces the bare element to

R(x) = Δ exp(−α ∫ dw/w), with w running from x to wc.

This overlap factor is the physical input: it is postulated here, not derived from the spin-boson Hamiltonian. It fixes the normalisation of α, and the lower limit is x itself, without a numerical prefactor.

```lean
/-- One adiabatic step: the bare tunnelling element `Δ` times the overlap factor of the Ohmic bath
modes with frequencies between `x` and the cutoff `wc`, for `0 < x ≤ wc` and `α ≥ 0`. -/
def renormStep (Δ wc α x : ℝ) : ℝ :=
  Δ * Real.exp (-(α * ∫ w in x..wc, w⁻¹))
```

The dressed element changes which modes count as fast, so the step is repeated:

x₀ = Δ, xₙ₊₁ = R(xₙ).

In Lean, xₙ is `flow Δ wc α n`, and all quantities are real numbers.

```lean
/-- The sequence of renormalised tunnelling elements, started at the bare element `Δ`. -/
def flow (Δ wc α : ℝ) : ℕ → ℝ
  | 0 => Δ
  | n + 1 => renormStep Δ wc α (flow Δ wc α n)
```

The candidate for the limit at α < 1 gets its own name:

Δ_eff = Δ (Δ/wc)^(α/(1−α)).

```lean
/-- The expression `Δ (Δ/wc)^(α/(1-α))`, the candidate for the limit of the flow when `Δ > 0`,
`wc > 0` and `0 < α < 1`. -/
def effTunnelling (Δ wc α : ℝ) : ℝ :=
  Δ * (Δ / wc) ^ (α / (1 - α))
```

The integral equals ln(wc/x) = −ln(x/wc), hence

R(x) = Δ exp(α ln(x/wc)) = Δ (x/wc)^α.

The proof evaluates the integral with `integral_inv_of_pos` and recognises the exponential as a real power.

```lean
/-- For positive `x` and `wc`, the step is a power law: it sends `x` to `Δ (x/wc)^α`. -/
theorem renormStep_eq (Δ α : ℝ) {wc x : ℝ} (hwc : 0 < wc) (hx : 0 < x) :
    renormStep Δ wc α x = Δ * (x / wc) ^ α := by
  have hlog : Real.log (wc / x) = -Real.log (x / wc) := by
    rw [← Real.log_inv, inv_div]
  have e : -(α * -Real.log (x / wc)) = Real.log (x / wc) * α := by ring
  unfold renormStep
  rw [integral_inv_of_pos hx hwc, hlog, e, Real.rpow_def_of_pos (div_pos hx hwc)]
```

## The exponent as a geometric sum

Write r = Δ/wc and sₙ = α + α² + … + αⁿ, with s₀ = 0. The claim is xₙ = Δ r^(sₙ), which holds at n = 0. If it holds at n, then xₙ/wc = r^(1+sₙ), and

xₙ₊₁ = Δ r^(α(1+sₙ)) = Δ r^(sₙ₊₁).

The Lean sum runs over k from 0 to n−1 with terms `α ^ (k + 1)`. In the induction, `hs` is the recursion for the exponent and `hb` the formula for xₙ/wc.

```lean
/-- For positive `Δ` and `wc`, the element after `n` steps is `Δ (Δ/wc)^(α + α² + … + α^n)`. -/
theorem flow_closed_form {Δ wc : ℝ} (α : ℝ) (hΔ : 0 < Δ) (hwc : 0 < wc) (n : ℕ) :
    flow Δ wc α n = Δ * (Δ / wc) ^ (∑ k ∈ Finset.range n, α ^ (k + 1)) := by
  have hr : 0 < Δ / wc := div_pos hΔ hwc
  induction n with
  | zero => simp [flow]
  | succ n ih =>
    -- the exponents obey s(n+1) = (1 + s(n)) α
    have hs : ∑ k ∈ Finset.range (n + 1), α ^ (k + 1)
        = (1 + ∑ k ∈ Finset.range n, α ^ (k + 1)) * α := by
      rw [Finset.sum_range_succ', add_mul, Finset.sum_mul]
      simp only [pow_succ]
      ring
    have hb : Δ * (Δ / wc) ^ (∑ k ∈ Finset.range n, α ^ (k + 1)) / wc
        = (Δ / wc) ^ (1 + ∑ k ∈ Finset.range n, α ^ (k + 1)) := by
      rw [Real.rpow_add hr, Real.rpow_one]
      ring
    change renormStep Δ wc α (flow Δ wc α n) = _
    rw [ih, renormStep_eq Δ α hwc (mul_pos hΔ (Real.rpow_pos_of_pos hr _)), hb,
      ← Real.rpow_mul hr.le, hs]
```

Since sₙ₊₁ − sₙ = αⁿ⁺¹ > 0 and 0 < r < 1, a larger exponent gives a smaller power, so xₙ₊₁ < xₙ. This holds for every α > 0.

```lean
/-- For `0 < Δ < wc` and `α > 0`, every step strictly lowers the tunnelling element. -/
theorem flow_strictAnti {Δ wc α : ℝ} (hΔ : 0 < Δ) (hlt : Δ < wc) (hα : 0 < α) :
    StrictAnti (flow Δ wc α) := by
  have hwc : 0 < wc := hΔ.trans hlt
  refine strictAnti_nat_of_succ_lt fun n => ?_
  have hs : ∑ k ∈ Finset.range n, α ^ (k + 1) < ∑ k ∈ Finset.range (n + 1), α ^ (k + 1) := by
    rw [Finset.sum_range_succ]
    linarith [pow_pos hα (n + 1)]
  rw [flow_closed_form α hΔ hwc, flow_closed_form α hΔ hwc]
  exact mul_lt_mul_of_pos_left
    (Real.rpow_lt_rpow_of_exponent_gt (div_pos hΔ hwc) ((div_lt_one hwc).2 hlt) hs) hΔ
```

## Self-consistent tunnelling

A positive fixed point satisfies x = Δ (x/wc)^α. Taking logarithms gives

ln x = ln Δ + α (ln x − ln wc),
(1 − α) ln x = ln Δ − α ln wc.

For α ≠ 1 there is one solution,

ln x = ln Δ + (α/(1−α)) (ln Δ − ln wc),

which is x = Δ_eff. The proof computes both logarithms, solves the linear equation with `linear_combination`, and returns to x because the logarithm is injective on positive numbers.

```lean
/-- For positive `Δ` and `wc` and `α ≠ 1`, a positive `x` is self-consistent exactly when it is
`Δ (Δ/wc)^(α/(1-α))`. -/
theorem fixed_point_iff {Δ wc α x : ℝ} (hΔ : 0 < Δ) (hwc : 0 < wc) (hα : α ≠ 1) (hx : 0 < x) :
    renormStep Δ wc α x = x ↔ x = effTunnelling Δ wc α := by
  have hr : 0 < Δ / wc := div_pos hΔ hwc
  have hxw : 0 < x / wc := div_pos hx hwc
  have h1 : 1 - α ≠ 0 := sub_ne_zero.2 hα.symm
  have hc : α / (1 - α) * (1 - α) = α := div_mul_cancel₀ _ h1
  have hL : 0 < Δ * (x / wc) ^ α := mul_pos hΔ (Real.rpow_pos_of_pos hxw _)
  have hR : 0 < Δ * (Δ / wc) ^ (α / (1 - α)) := mul_pos hΔ (Real.rpow_pos_of_pos hr _)
  -- in logarithms the self-consistency equation is linear
  have hlogL : Real.log (Δ * (x / wc) ^ α)
      = Real.log Δ + α * (Real.log x - Real.log wc) := by
    rw [Real.log_mul hΔ.ne' (Real.rpow_pos_of_pos hxw _).ne', Real.log_rpow hxw,
      Real.log_div hx.ne' hwc.ne']
  have hlogR : Real.log (Δ * (Δ / wc) ^ (α / (1 - α)))
      = Real.log Δ + α / (1 - α) * (Real.log Δ - Real.log wc) := by
    rw [Real.log_mul hΔ.ne' (Real.rpow_pos_of_pos hr _).ne', Real.log_rpow hr,
      Real.log_div hΔ.ne' hwc.ne']
  rw [renormStep_eq Δ α hwc hx]
  unfold effTunnelling
  constructor
  · intro h
    apply Real.log_injOn_pos (Set.mem_Ioi.2 hx) (Set.mem_Ioi.2 hR)
    rw [h] at hlogL
    rw [hlogR]
    apply mul_left_cancel₀ h1
    linear_combination hlogL - (Real.log Δ - Real.log wc) * hc
  · intro h
    have hX := (congrArg Real.log h).trans hlogR
    apply Real.log_injOn_pos (Set.mem_Ioi.2 hL) (Set.mem_Ioi.2 hx)
    rw [hlogL]
    linear_combination -(1 - α) * hX - (Real.log Δ - Real.log wc) * hc
```

For 0 < α < 1 the exponent converges:

sₙ = α(1 − αⁿ)/(1 − α) → α/(1 − α).

The power r^s is continuous in s, so xₙ → Δ_eff. Lean takes the geometric series from Mathlib and composes the two limits.

```lean
/-- For positive `Δ` and `wc` and `0 < α < 1`, the flow converges to
`Δ (Δ/wc)^(α/(1-α))`. -/
theorem flow_tendsto_eff {Δ wc α : ℝ} (hΔ : 0 < Δ) (hwc : 0 < wc) (hα : 0 < α) (h1 : α < 1) :
    Tendsto (flow Δ wc α) atTop (𝓝 (effTunnelling Δ wc α)) := by
  -- the exponent is a geometric series
  have hs : Tendsto (fun n : ℕ => ∑ k ∈ Finset.range n, α ^ (k + 1)) atTop
      (𝓝 (α / (1 - α))) := by
    simpa only [pow_succ', div_eq_mul_inv] using
      ((hasSum_geometric_of_lt_one hα.le h1).mul_left α).tendsto_sum_nat
  rw [funext (flow_closed_form α hΔ hwc)]
  exact (((Real.continuous_const_rpow (div_pos hΔ hwc).ne').tendsto _).comp hs).const_mul Δ
```

## Loss of tunnelling at strong coupling

Let 0 < Δ < wc, so that r < 1, and let α ≥ 1 and 0 < x ≤ wc. Then (x/wc)^α ≤ x/wc, and

R(x) ≤ Δ x/wc = r x < x.

No element up to the cutoff is self-consistent. For α > 1 the formula for Δ_eff still solves the fixed-point equation, but its value lies above wc, where the flow never goes.

```lean
/-- For `0 < Δ < wc` and `α ≥ 1`, the step lowers every `x` with `0 < x ≤ wc`, so none of them
is self-consistent. -/
theorem renormStep_lt {Δ wc α x : ℝ} (hΔ : 0 < Δ) (hlt : Δ < wc) (hα : 1 ≤ α)
    (hx : 0 < x) (hxw : x ≤ wc) : renormStep Δ wc α x < x := by
  have hwc : 0 < wc := hΔ.trans hlt
  have hp : (x / wc) ^ α ≤ x / wc := by
    have h := Real.rpow_le_rpow_of_exponent_ge (div_pos hx hwc) ((div_le_one hwc).2 hxw) hα
    rwa [Real.rpow_one] at h
  rw [renormStep_eq Δ α hwc hx]
  calc Δ * (x / wc) ^ α ≤ Δ * (x / wc) := mul_le_mul_of_nonneg_left hp hΔ.le
    _ = Δ / wc * x := by ring
    _ < 1 * x := mul_lt_mul_of_pos_right ((div_lt_one hwc).2 hlt) hx
    _ = x := one_mul x
```

Each term of sₙ is now at least 1, so sₙ ≥ n and

0 < xₙ ≤ Δ rⁿ → 0.

The bound is `hbound`, and `squeeze_zero` gives the limit.

```lean
/-- For `0 < Δ < wc` and `α ≥ 1`, the tunnelling element is renormalised to zero. -/
theorem flow_tendsto_zero {Δ wc α : ℝ} (hΔ : 0 < Δ) (hlt : Δ < wc) (hα : 1 ≤ α) :
    Tendsto (flow Δ wc α) atTop (𝓝 0) := by
  have hwc : 0 < wc := hΔ.trans hlt
  have hr : 0 < Δ / wc := div_pos hΔ hwc
  have hr1 : Δ / wc < 1 := (div_lt_one hwc).2 hlt
  -- the exponent after n steps is at least n
  have hbound : ∀ n, flow Δ wc α n ≤ Δ * (Δ / wc) ^ n := by
    intro n
    have hs : (n : ℝ) ≤ ∑ k ∈ Finset.range n, α ^ (k + 1) := by
      calc (n : ℝ) = ∑ _k ∈ Finset.range n, (1 : ℝ) := by simp
        _ ≤ _ := Finset.sum_le_sum fun k _ => one_le_pow₀ hα
    rw [flow_closed_form α hΔ hwc, ← Real.rpow_natCast (Δ / wc) n]
    exact mul_le_mul_of_nonneg_left (Real.rpow_le_rpow_of_exponent_ge hr hr1.le hs) hΔ.le
  have hlim : Tendsto (fun n : ℕ => Δ * (Δ / wc) ^ n) atTop (𝓝 0) := by
    simpa only [mul_zero] using (tendsto_pow_atTop_nhds_zero_of_lt_one hr.le hr1).const_mul Δ
  refine squeeze_zero (fun n => ?_) hbound hlim
  rw [flow_closed_form α hΔ hwc]
  exact (mul_pos hΔ (Real.rpow_pos_of_pos hr _)).le
```

## The transition at α = 1

The last theorem assumes 0 < Δ < wc and α > 0. Its first part says that for α < 1 the flow decreases strictly (`StrictAnti`) and converges to Δ_eff, the only positive fixed point. Its second part says that the flow tends to zero if and only if α ≥ 1. For the remaining direction, suppose the flow tends to zero with α < 1. It also tends to Δ_eff > 0, which contradicts uniqueness of limits.

Within this zero-temperature scheme, which renormalises the tunnelling element and keeps α fixed, the result says which tunnelling element to assign to a dissipative two-state system. Reading a vanishing element as localisation of the spin-boson model takes one further physical step: that the adiabatic flow represents the system's actual low-energy dynamics.

```lean
/-- Let `0 < Δ < wc` and `α > 0`. For `α < 1` the flow decreases strictly to
`Δ (Δ/wc)^(α/(1-α))`, the only positive fixed point; the flow tends to zero exactly when
`α ≥ 1`. -/
theorem ohmic_localisation {Δ wc α : ℝ} (hΔ : 0 < Δ) (hlt : Δ < wc) (hα : 0 < α) :
    (α < 1 → StrictAnti (flow Δ wc α) ∧
      Tendsto (flow Δ wc α) atTop (𝓝 (effTunnelling Δ wc α)) ∧
      ∀ x, 0 < x → (renormStep Δ wc α x = x ↔ x = effTunnelling Δ wc α)) ∧
    (Tendsto (flow Δ wc α) atTop (𝓝 0) ↔ 1 ≤ α) := by
  have hwc : 0 < wc := hΔ.trans hlt
  refine ⟨fun h1 => ⟨flow_strictAnti hΔ hlt hα, flow_tendsto_eff hΔ hwc hα h1,
    fun x hx => fixed_point_iff hΔ hwc h1.ne hx⟩, fun h0 => ?_, flow_tendsto_zero hΔ hlt⟩
  -- below α = 1 the limit is positive, so it cannot be zero
  by_contra h
  have heq := tendsto_nhds_unique h0 (flow_tendsto_eff hΔ hwc hα (not_le.1 h))
  have hpos : 0 < effTunnelling Δ wc α :=
    mul_pos hΔ (Real.rpow_pos_of_pos (div_pos hΔ hwc) _)
  exact hpos.ne heq

end

end OhmicRenormalisation
```

```lean
#print axioms OhmicRenormalisation.renormStep_lt
#print axioms OhmicRenormalisation.flow_tendsto_zero
#print axioms OhmicRenormalisation.ohmic_localisation
```

```
'OhmicRenormalisation.renormStep_lt' depends on axioms: [propext, Classical.choice, Quot.sound]
'OhmicRenormalisation.flow_tendsto_zero' depends on axioms: [propext, Classical.choice, Quot.sound]
'OhmicRenormalisation.ohmic_localisation' depends on axioms: [propext, Classical.choice, Quot.sound]
```
